# For a spin \(n/2\) with \(n\ge 1\) and Zeeman energy alone, equal entropy at positive temperatures and fields means equal \(B/T\)

Q: Which spectrum and which entropy are meant, and in what units?

A: The index type `ι` labels finitely many levels. A level list `E` at inverse temperature \(b=1/T\), with \(k_B=1\), has the partition function, populations \(p_i\) and entropy \(-\sum_i p_i\log p_i\) defined here.

```lean
import Mathlib

namespace AdiabaticDemagnetisation

noncomputable section

variable {ι : Type*} [Fintype ι]

/-- Partition function of the levels `E` at inverse temperature `b`. -/
def partitionFn (E : ι → ℝ) (b : ℝ) : ℝ := ∑ i, Real.exp (-b * E i)

/-- Gibbs population of level `i` at inverse temperature `b`. -/
def gibbs (E : ι → ℝ) (b : ℝ) (i : ι) : ℝ := Real.exp (-b * E i) / partitionFn E b

/-- Entropy of the Gibbs state, in units of the Boltzmann constant. -/
def entropy (E : ι → ℝ) (b : ℝ) : ℝ := -∑ i, gibbs E b i * Real.log (gibbs E b i)
```

Q: Where does the magnet come in?

A: Through the levels \(E_i=-Bm_i\). The moments \(m_i\) are dimensionless and \(B\) is an energy, with the g-factor and the Bohr magneton absorbed. A spin \(n/2\) has \(m_k=k-n/2\) for \(k=0,\dots,n\), so the largest moment lies lowest when \(B>0\).

```lean
/-- Zeeman levels of the magnetic moments `m` in the field `B`. -/
def zeeman (m : ι → ℝ) (B : ℝ) (i : ι) : ℝ := -B * m i

/-- Moments `k - n/2`, `k = 0, ..., n`, of a spin `n/2`. -/
def ladder (n : ℕ) (k : Fin (n + 1)) : ℝ := ((k : ℕ) : ℝ) - (n : ℝ) / 2
```

Q: Temperature and field are separate inputs. Why should only their ratio matter?

A: Put \(x=bB\). The Boltzmann factor is \(e^{-bE_i}=e^{xm_i}\), so everything follows from
\[
Z(x)=\sum_i e^{xm_i},\qquad M(x)=\frac{1}{Z(x)}\sum_i m_i e^{xm_i}.
\]
These are `reducedZ` and `meanMoment`. The lemma `gibbs_zeeman` confirms that \(p_i=e^{xm_i}/Z(x)\).

```lean
/-- Zeeman partition function in terms of the ratio `x` of field to temperature. -/
def reducedZ (m : ι → ℝ) (x : ℝ) : ℝ := ∑ i, Real.exp (x * m i)

/-- Thermal mean of the moment at the ratio `x` of field to temperature. -/
def meanMoment (m : ι → ℝ) (x : ℝ) : ℝ :=
  (∑ i, m i * Real.exp (x * m i)) / reducedZ m x

/-- With at least one level, the reduced partition function is positive. -/
lemma reducedZ_pos [Nonempty ι] (m : ι → ℝ) (x : ℝ) : 0 < reducedZ m x :=
  Finset.sum_pos (fun _ _ => Real.exp_pos _) Finset.univ_nonempty

/-- The Zeeman populations depend on inverse temperature and field only through
their product. -/
theorem gibbs_zeeman (m : ι → ℝ) (b B : ℝ) (i : ι) :
    gibbs (zeeman m B) b i = Real.exp (b * B * m i) / reducedZ m (b * B) := by
  have h : ∀ j, -b * zeeman m B j = b * B * m j := by
    intro j
    unfold zeeman
    ring
  unfold gibbs partitionFn reducedZ
  simp only [h]
```

Q: And the entropy?

A: Since \(\log p_i=xm_i-\log Z(x)\) and \(\sum_i p_i=1\),
\[
S=-\sum_i p_i\,(xm_i-\log Z(x))=\log Z(x)-xM(x).
\]
In the Lean proof, `hterm` expands each logarithm, while `hone` and `hM` evaluate the two sums.

```lean
/-- The entropy of the Zeeman levels is `log Z - x M`, with `x` the product of inverse
temperature and field and `M` the mean moment. -/
theorem entropy_zeeman [Nonempty ι] (m : ι → ℝ) (b B : ℝ) :
    entropy (zeeman m B) b =
      Real.log (reducedZ m (b * B)) - b * B * meanMoment m (b * B) := by
  unfold entropy
  simp only [gibbs_zeeman]
  generalize b * B = x
  have hZ := reducedZ_pos m x
  have hone : ∑ i, Real.exp (x * m i) / reducedZ m x = 1 := by
    rw [← Finset.sum_div]
    exact div_self hZ.ne'
  have hM : ∑ i, m i * Real.exp (x * m i) / reducedZ m x = meanMoment m x := by
    rw [← Finset.sum_div]
    rfl
  -- the logarithm of a population is linear in the moment
  have hterm : ∀ i, Real.exp (x * m i) / reducedZ m x *
      Real.log (Real.exp (x * m i) / reducedZ m x) =
      x * (m i * Real.exp (x * m i) / reducedZ m x) -
        Real.log (reducedZ m x) * (Real.exp (x * m i) / reducedZ m x) := by
    intro i
    rw [Real.log_div (Real.exp_pos _).ne' hZ.ne', Real.log_exp]
    ring
  rw [Finset.sum_congr rfl (fun i _ => hterm i), Finset.sum_sub_distrib,
    ← Finset.mul_sum, ← Finset.mul_sum, hone, hM]
  ring
```

Q: That gives equal entropy from equal \(x\). The converse needs \(S\) to be injective on \(x\ge0\). Do you differentiate?

A: No, a strict tangent inequality is enough. Take \(y\ne x\), write \(M=M(x)\), and set \(u_i=(y-x)(m_i-M)\). Because \(\sum_i e^{xm_i}(m_i-M)=0\),
\[
Z(x)=\sum_i e^{xm_i}(1+u_i)<\sum_i e^{xm_i}e^{u_i}=e^{-(y-x)M}Z(y).
\]
The inequality is strict because \(1+u<e^u\) for \(u\neq0\), and some \(m_i\) differs from \(M\) when the moments are not all equal. Taking logarithms,
\[
\log Z(x)+(y-x)M(x)<\log Z(y).
\]
In the code, `hk` finds the differing moment, `hlow` is the first equality, `hsum` the strict inequality, and `hsplit` supplies the factorisation behind the last equality.

```lean
/-- If the moments are not all equal, the line through the value of `log Z` at `x`, with slope the
mean moment at `x`, lies strictly below `log Z` at every `y ≠ x`. -/
theorem log_reducedZ_tangent (m : ι → ℝ) (hm : ∃ i j, m i ≠ m j) {x y : ℝ} (hxy : x ≠ y) :
    Real.log (reducedZ m x) + (y - x) * meanMoment m x < Real.log (reducedZ m y) := by
  obtain ⟨i₀, j₀, hij⟩ := hm
  have : Nonempty ι := ⟨i₀⟩
  have hZ := reducedZ_pos m x
  have hMZ : ∑ i, m i * Real.exp (x * m i) = meanMoment m x * reducedZ m x := by
    unfold meanMoment
    rw [div_mul_cancel₀ _ hZ.ne']
  generalize meanMoment m x = M at hMZ ⊢
  -- some moment differs from the mean
  have hk : ∃ k, m k ≠ M := by
    by_contra h
    have h' : ∀ k, m k = M := fun k => by_contra fun hk => h ⟨k, hk⟩
    exact hij ((h' i₀).trans (h' j₀).symm)
  obtain ⟨k, hk⟩ := hk
  have hsplit : ∀ i, Real.exp (y * m i) = Real.exp ((y - x) * M) *
      (Real.exp (x * m i) * Real.exp ((y - x) * (m i - M))) := by
    intro i
    rw [← Real.exp_add, ← Real.exp_add]
    congr 1
    ring
  have hlow : ∑ i, Real.exp (x * m i) * ((y - x) * (m i - M) + 1) = reducedZ m x := by
    have h1 : ∀ i, Real.exp (x * m i) * ((y - x) * (m i - M) + 1) =
        (y - x) * (m i * Real.exp (x * m i)) +
          (1 - (y - x) * M) * Real.exp (x * m i) := by
      intro i
      ring
    rw [Finset.sum_congr rfl (fun i _ => h1 i), Finset.sum_add_distrib,
      ← Finset.mul_sum, ← Finset.mul_sum, hMZ]
    change _ + (1 - (y - x) * M) * reducedZ m x = _
    ring
  -- average the inequality 1 + u < exp u over the Gibbs state
  have hsum : reducedZ m x <
      ∑ i, Real.exp (x * m i) * Real.exp ((y - x) * (m i - M)) := by
    rw [← hlow]
    apply Finset.sum_lt_sum
    · intro i _
      exact mul_le_mul_of_nonneg_left (Real.add_one_le_exp _) (Real.exp_pos _).le
    · refine ⟨k, Finset.mem_univ k, ?_⟩
      exact mul_lt_mul_of_pos_left (Real.add_one_lt_exp
        (mul_ne_zero (sub_ne_zero.mpr hxy.symm) (sub_ne_zero.mpr hk))) (Real.exp_pos _)
  have hlt : Real.exp ((y - x) * M) * reducedZ m x < reducedZ m y := by
    have hy : reducedZ m y = Real.exp ((y - x) * M) *
        ∑ i, Real.exp (x * m i) * Real.exp ((y - x) * (m i - M)) := by
      rw [Finset.mul_sum]
      exact Finset.sum_congr rfl (fun i _ => hsplit i)
    rw [hy]
    exact mul_lt_mul_of_pos_left hsum (Real.exp_pos _)
  have hlog := Real.log_lt_log (mul_pos (Real.exp_pos _) hZ) hlt
  rw [Real.log_mul (Real.exp_pos _).ne' hZ.ne', Real.log_exp] at hlog
  linarith
```

Q: How does that order the entropies?

A: Let \(0\le x<y\). Adding the tangent inequality to its copy with \(x\) and \(y\) exchanged gives \((y-x)(M(x)-M(y))<0\), hence \(M(x)<M(y)\). The exchanged copy also reads \(\log Z(y)<\log Z(x)+(y-x)M(y)\), so
\[
S(y)=\log Z(y)-yM(y)<\log Z(x)-xM(y)\le\log Z(x)-xM(x)=S(x).
\]
The last step uses \(x\ge0\). In Lean, `t1` and `t2` are the two tangents, and `linarith` combines them.

```lean
/-- If the moments are not all equal, the entropy falls strictly as the product of inverse
temperature and field grows from a non-negative value. -/
theorem entropy_lt (m : ι → ℝ) (hm : ∃ i j, m i ≠ m j) {b₁ B₁ b₂ B₂ : ℝ}
    (h0 : 0 ≤ b₁ * B₁) (h : b₁ * B₁ < b₂ * B₂) :
    entropy (zeeman m B₂) b₂ < entropy (zeeman m B₁) b₁ := by
  have : Nonempty ι := ⟨hm.choose⟩
  rw [entropy_zeeman, entropy_zeeman]
  have t1 := log_reducedZ_tangent m hm h.ne
  have t2 := log_reducedZ_tangent m hm h.ne'
  generalize b₁ * B₁ = x at *
  generalize b₂ * B₂ = y at *
  -- the two tangent inequalities together make the mean moment increase
  have hM : meanMoment m x < meanMoment m y := by
    by_contra hc
    have := mul_nonneg (sub_nonneg.mpr h.le) (sub_nonneg.mpr (not_lt.mp hc))
    linarith
  have hx := mul_nonneg h0 (sub_nonneg.mpr hM.le)
  linarith
```

The equivalence follows by trichotomy: if the products differ, one entropy is strictly smaller.

```lean
/-- For any finite family of moments that are not all equal, two Gibbs states whose products of
inverse temperature and field are non-negative have the same entropy exactly when these products
agree. -/
theorem isentropic_iff (m : ι → ℝ) (hm : ∃ i j, m i ≠ m j) {b₁ B₁ b₂ B₂ : ℝ}
    (h₁ : 0 ≤ b₁ * B₁) (h₂ : 0 ≤ b₂ * B₂) :
    entropy (zeeman m B₁) b₁ = entropy (zeeman m B₂) b₂ ↔ b₁ * B₁ = b₂ * B₂ := by
  have : Nonempty ι := ⟨hm.choose⟩
  constructor
  · intro h
    rcases lt_trichotomy (b₁ * B₁) (b₂ * B₂) with hlt | heq | hgt
    · exact absurd h (entropy_lt m hm h₁ hlt).ne'
    · exact heq
    · exact absurd h (entropy_lt m hm h₂ hgt).ne
  · intro h
    rw [entropy_zeeman, entropy_zeeman, h]
```

Q: What do the hypotheses exclude for the actual spin?

A: `1 ≤ n` excludes the single level \(n=0\), whose entropy is always zero. For \(n\ge1\) the moments \(-n/2\) and \(n/2\) differ. Positive \(b_1,B_1,b_2,B_2\) fix the sign of \(x\), which matters because the ladder is symmetric and \(S(-x)=S(x)\).

```lean
/-- A spin `n/2` with `n ≥ 1` has two different moments. -/
lemma ladder_nonconstant {n : ℕ} (hn : 1 ≤ n) : ∃ i j, ladder n i ≠ ladder n j := by
  refine ⟨⟨0, by omega⟩, ⟨n, by omega⟩, ?_⟩
  intro h
  have h' : ((0 : ℕ) : ℝ) - (n : ℝ) / 2 = (n : ℝ) - (n : ℝ) / 2 := h
  rw [Nat.cast_zero] at h'
  have : (1 : ℝ) ≤ n := by exact_mod_cast hn
  linarith

/-- For the levels `-B (k - n/2)`, `k = 0, ..., n`, with `n ≥ 1`, at positive temperatures and
fields, the entropies agree if and only if `b₁ B₁ = b₂ B₂`. -/
theorem spin_isentropic_iff {n : ℕ} (hn : 1 ≤ n) {b₁ B₁ b₂ B₂ : ℝ}
    (hb₁ : 0 < b₁) (hB₁ : 0 < B₁) (hb₂ : 0 < b₂) (hB₂ : 0 < B₂) :
    entropy (zeeman (ladder n) B₁) b₁ = entropy (zeeman (ladder n) B₂) b₂ ↔
      b₁ * B₁ = b₂ * B₂ :=
  isentropic_iff _ (ladder_nonconstant hn) (mul_pos hb₁ hB₁).le (mul_pos hb₂ hB₂).le
```

Q: An experimenter would want temperatures.

A: Substituting \(b=1/T\) turns \(b_1B_1=b_2B_2\) into \(B_1/T_1=B_2/T_2\), that is, \(T_2=T_1B_2/B_1\). For non-interacting spins with Zeeman energy alone, this is the temperature reached in adiabatic demagnetisation when the field is lowered at constant entropy.

```lean
/-- For a spin `n/2` with `n ≥ 1`, at positive temperatures and fields, the entropies at `T₁`, `B₁`
and at `T₂`, `B₂` are equal exactly when `T₂ = T₁ B₂ / B₁`. -/
theorem cooling_law {n : ℕ} (hn : 1 ≤ n) {T₁ B₁ T₂ B₂ : ℝ}
    (hT₁ : 0 < T₁) (hB₁ : 0 < B₁) (hT₂ : 0 < T₂) (hB₂ : 0 < B₂) :
    entropy (zeeman (ladder n) B₁) T₁⁻¹ = entropy (zeeman (ladder n) B₂) T₂⁻¹ ↔
      T₂ = T₁ * B₂ / B₁ := by
  rw [spin_isentropic_iff hn (inv_pos.mpr hT₁) hB₁ (inv_pos.mpr hT₂) hB₂,
    ← div_eq_inv_mul, ← div_eq_inv_mul, div_eq_div_iff hT₁.ne' hT₂.ne',
    eq_div_iff hB₁.ne']
  constructor <;> intro h <;> linarith
```

Q: Then \(B_2\to0\) would cool to absolute zero. I don't believe that of a real salt.

A: Nor should you. The model has no spin–spin coupling, no crystal-field splitting and no lattice heat capacity. In a real salt, spin–spin coupling spoils the proportionality at low field, crystal-field splittings can do the same, and the lattice gives up heat to the spins as they cool. The theorem also compares two equilibrium states: that the sweep is slow and isolated enough to conserve entropy is a physical assumption, not a result.

Q: What happens at exactly zero field?

A: All \(n+1\) levels coincide, so \(x=0\), \(Z=n+1\) and \(S=\log(n+1)\) at every \(b\). At positive temperature and field, with \(n\ge1\), the entropy is strictly lower, by `entropy_lt` with zero field as the reference state. Within this model, then, no isentropic path from such a state ends at \(B=0\) with a positive temperature.

```lean
/-- In zero field the entropy of a spin `n/2` is `log (n + 1)`. -/
theorem entropy_zero_field (n : ℕ) (b : ℝ) :
    entropy (zeeman (ladder n) 0) b = Real.log ((n : ℝ) + 1) := by
  rw [entropy_zeeman]
  simp [reducedZ]

/-- At positive temperature and field the entropy of a spin `n/2` with `n ≥ 1` is strictly
below `log (n + 1)`. -/
theorem entropy_lt_log {n : ℕ} (hn : 1 ≤ n) {b B : ℝ} (hb : 0 < b) (hB : 0 < B) :
    entropy (zeeman (ladder n) B) b < Real.log ((n : ℝ) + 1) := by
  rw [← entropy_zero_field n b]
  apply entropy_lt _ (ladder_nonconstant hn)
  · rw [mul_zero]
  · rw [mul_zero]
    exact mul_pos hb hB

end

end AdiabaticDemagnetisation
```

```lean
#print axioms AdiabaticDemagnetisation.entropy_zeeman
-- 'AdiabaticDemagnetisation.entropy_zeeman' depends on axioms: [propext, Classical.choice, Quot.sound]
#print axioms AdiabaticDemagnetisation.cooling_law
-- 'AdiabaticDemagnetisation.cooling_law' depends on axioms: [propext, Classical.choice, Quot.sound]
#print axioms AdiabaticDemagnetisation.entropy_lt_log
-- 'AdiabaticDemagnetisation.entropy_lt_log' depends on axioms: [propext, Classical.choice, Quot.sound]
```
